# In a three-state model of two electrons, CCD is not exact when the double couples to both the reference and the single

Two electrons in two orbitals of the same symmetry, as in a heteronuclear two-electron ion in a minimal basis, have three singlet configurations: a reference, a single excitation and a double excitation. Coupled cluster with singles and doubles is exact for two electrons, so one may ask whether the doubles alone (CCD) are enough when the reference has no direct coupling to the single.

```lean
import Mathlib

open Matrix

namespace CCDTwoElectrons

noncomputable section

/-- Two-electron Hamiltonian in the basis (reference, single, double), with energies measured
from the reference: `K` couples reference and double, `b` couples single and double. -/
def hamiltonian (a b d K : ℝ) : Matrix (Fin 3) (Fin 3) ℝ :=
  !![0, 0, K; 0, a, b; K, b, d]

/-- The CCD state: the reference plus `t` times the double, with no single. -/
def ccdState (t : ℝ) : Fin 3 → ℝ := ![1, 0, t]

/-- The CCD correlation energy `K t`. -/
def ccdEnergy (K t : ℝ) : ℝ := K * t

/-- The CCD amplitude equation `K + d t - K t² = 0`. -/
def IsCCDAmplitude (d K t : ℝ) : Prop := K + d * t - K * t ^ 2 = 0

/-- `E` is an energy level of `H`: some nonzero state satisfies `H v = E v`. -/
def IsLevel (H : Matrix (Fin 3) (Fin 3) ℝ) (E : ℝ) : Prop :=
  ∃ v : Fin 3 → ℝ, v ≠ 0 ∧ H *ᵥ v = E • v

/-- The residual of the Schrödinger equation for the CCD state vanishes on the reference, is
`b t` on the single, and is the left side of the amplitude equation on the double. -/
theorem ccd_residual (a b d K t : ℝ) :
    hamiltonian a b d K *ᵥ ccdState t - ccdEnergy K t • ccdState t
      = ![0, b * t, K + d * t - K * t ^ 2] := by
  ext i
  fin_cases i <;>
    simp [hamiltonian, ccdState, ccdEnergy] <;>
    ring

/-- The energy levels are the zeros of the secular determinant. -/
theorem isLevel_iff_det (H : Matrix (Fin 3) (Fin 3) ℝ) (E : ℝ) :
    IsLevel H E ↔ (H - E • (1 : Matrix (Fin 3) (Fin 3) ℝ)).det = 0 := by
  rw [← Matrix.exists_mulVec_eq_zero_iff]
  simp only [IsLevel, Matrix.sub_mulVec, Matrix.smul_mulVec, Matrix.one_mulVec, sub_eq_zero]

/-- For a CCD amplitude with energy `E`, the secular determinant at any `x` is
`(a - x)(E - x)(d - E - x) + b² x`. -/
theorem secular_det {d K t : ℝ} (a b x : ℝ) (h : IsCCDAmplitude d K t) :
    (hamiltonian a b d K - x • (1 : Matrix (Fin 3) (Fin 3) ℝ)).det
      = (a - x) * (ccdEnergy K t - x) * (d - ccdEnergy K t - x) + b ^ 2 * x := by
  have hm : hamiltonian a b d K - x • (1 : Matrix (Fin 3) (Fin 3) ℝ)
      = !![-x, 0, K; 0, a - x, b; K, b, d - x] := by
    ext i j
    fin_cases i <;> fin_cases j <;> simp [hamiltonian]
  unfold IsCCDAmplitude at h
  rw [hm, Matrix.det_fin_three]
  simp [ccdEnergy]
  linear_combination (-(a - x) * K) * h

/-- If `p < 0 < q` and `b ≠ 0`, the cubic `(a - x)(p - x)(q - x) + b² x` has a zero strictly
below `p`. -/
theorem secular_root_below {a b p q : ℝ} (hb : b ≠ 0) (hp : p < 0) (hq : 0 < q) :
    ∃ x, x < p ∧ (a - x) * (p - x) * (q - x) + b ^ 2 * x = 0 := by
  have hb2 : 0 < b ^ 2 := by positivity
  -- a point far enough down, where the cubic is positive
  obtain ⟨y, hy⟩ : ∃ y, y = p - |a| - b ^ 2 - 1 := ⟨_, rfl⟩
  have ha := neg_abs_le a
  have ha' := abs_nonneg a
  have h1 : b ^ 2 + 1 ≤ a - y := by linarith
  have h2 : 1 ≤ p - y := by linarith
  have h3 : -y ≤ q - y := by linarith
  have hy0 : 0 < -y := by linarith
  have h4 : (b ^ 2 + 1) * 1 ≤ (a - y) * (p - y) :=
    mul_le_mul h1 h2 zero_le_one (by linarith)
  have h5 : (b ^ 2 + 1) * 1 * (-y) ≤ (a - y) * (p - y) * (q - y) :=
    mul_le_mul h4 h3 hy0.le (by linarith)
  have hpos : 0 ≤ (a - y) * (p - y) * (q - y) + b ^ 2 * y := by linarith
  -- at `p` itself the cubic is negative
  have hneg : (a - p) * (p - p) * (q - p) + b ^ 2 * p < 0 := by
    have h6 : b ^ 2 * p < 0 := mul_neg_of_pos_of_neg hb2 hp
    linarith
  have hcont : ContinuousOn (fun x : ℝ => (a - x) * (p - x) * (q - x) + b ^ 2 * x)
      (Set.Icc y p) := by fun_prop
  obtain ⟨x, hx, hfx⟩ := intermediate_value_Icc' (by linarith : y ≤ p) hcont ⟨hneg.le, hpos⟩
  refine ⟨x, lt_of_le_of_ne hx.2 ?_, hfx⟩
  rintro rfl
  exact hneg.ne hfx

/-- A CCD energy is nonzero when the reference couples to the double. -/
theorem ccdEnergy_ne_zero {d K t : ℝ} (hK : K ≠ 0) (h : IsCCDAmplitude d K t) :
    ccdEnergy K t ≠ 0 := by
  refine mul_ne_zero hK ?_
  rintro rfl
  apply hK
  unfold IsCCDAmplitude at h
  linarith

/-- In the three-state model, if `K` and `b` are nonzero, every CCD energy `E` has `det (H - E) = b²
E ≠ 0`, and `H` has an energy level strictly below `E`. -/
theorem ccd_not_exact {a b d K t : ℝ} (hK : K ≠ 0) (hb : b ≠ 0) (h : IsCCDAmplitude d K t) :
    (hamiltonian a b d K - ccdEnergy K t • (1 : Matrix (Fin 3) (Fin 3) ℝ)).det
        = b ^ 2 * ccdEnergy K t ∧
      b ^ 2 * ccdEnergy K t ≠ 0 ∧
      ∃ E₀, E₀ < ccdEnergy K t ∧ IsLevel (hamiltonian a b d K) E₀ := by
  have hE := ccdEnergy_ne_zero hK h
  refine ⟨by rw [secular_det a b _ h]; ring, mul_ne_zero (pow_ne_zero 2 hb) hE, ?_⟩
  -- `E` and `d - E` have opposite signs
  have hprod : ccdEnergy K t * (d - ccdEnergy K t) = -K ^ 2 := by
    unfold IsCCDAmplitude at h
    unfold ccdEnergy
    linear_combination K * h
  have hK2 : 0 < K ^ 2 := by positivity
  rcases lt_or_gt_of_ne hE with hneg | hpos
  · have hq : 0 < d - ccdEnergy K t := by
      by_contra hc
      have := mul_nonneg_of_nonpos_of_nonpos hneg.le (not_lt.mp hc)
      linarith
    obtain ⟨x, hx, hroot⟩ := secular_root_below (a := a) hb hneg hq
    exact ⟨x, hx, (isLevel_iff_det _ _).2 (by rw [secular_det a b x h]; exact hroot)⟩
  · have hq : d - ccdEnergy K t < 0 := by
      by_contra hc
      have := mul_nonneg hpos.le (not_lt.mp hc)
      linarith
    obtain ⟨x, hx, hroot⟩ := secular_root_below (a := a) hb hq hpos
    refine ⟨x, by linarith, (isLevel_iff_det _ _).2 ?_⟩
    rw [secular_det a b x h]
    linear_combination hroot

/-- When the reference couples to the double, a CCD energy is an energy level of `H` exactly
when the single does not couple to the double. -/
theorem ccd_exact_iff {a b d K t : ℝ} (hK : K ≠ 0) (h : IsCCDAmplitude d K t) :
    IsLevel (hamiltonian a b d K) (ccdEnergy K t) ↔ b = 0 := by
  have hdet : (hamiltonian a b d K - ccdEnergy K t • (1 : Matrix (Fin 3) (Fin 3) ℝ)).det
      = b ^ 2 * ccdEnergy K t := by
    rw [secular_det a b _ h]; ring
  rw [isLevel_iff_det, hdet]
  constructor
  · intro h0
    exact pow_eq_zero_iff two_ne_zero |>.1
      ((mul_eq_zero.1 h0).resolve_right (ccdEnergy_ne_zero hK h))
  · rintro rfl
    ring

/-- For `a = 1`, `b = 3`, `d = 3`, `K = 2`, the amplitude `-1/2` solves the CCD equation with
energy `-1`, while `(1, 1, -1)` is an eigenvector of `H` with energy `-2`. -/
theorem ccd_not_exact_witness :
    IsCCDAmplitude 3 2 (-1 / 2) ∧ ccdEnergy 2 (-1 / 2) = -1 ∧
      hamiltonian 1 3 3 2 *ᵥ ![1, 1, -1] = (-2 : ℝ) • ![1, 1, -1] := by
  refine ⟨by norm_num [IsCCDAmplitude], by norm_num [ccdEnergy], ?_⟩
  ext i
  fin_cases i <;>
    norm_num [hamiltonian, Matrix.mulVec, dotProduct, Fin.sum_univ_succ]

end

end CCDTwoElectrons
```

```lean
#print axioms CCDTwoElectrons.ccd_residual
#print axioms CCDTwoElectrons.ccd_not_exact
#print axioms CCDTwoElectrons.ccd_exact_iff
```

```
'CCDTwoElectrons.ccd_residual' depends on axioms: [propext, Classical.choice, Quot.sound]
'CCDTwoElectrons.ccd_not_exact' depends on axioms: [propext, Classical.choice, Quot.sound]
'CCDTwoElectrons.ccd_exact_iff' depends on axioms: [propext, Classical.choice, Quot.sound]
```

## An exact level below every CCD energy

Order the configurations as reference, single, double, which are the indices 0, 1, 2 of `Fin 3`, and measure energies from the reference. The Hamiltonian is

$$
H=\begin{pmatrix}0&0&K\\0&a&b\\K&b&d\end{pmatrix},
$$

with real entries. Here $a$ and $d$ are the energies of the single and the double, $K$ couples the reference to the double, and $b$ couples the single to the double. The CCD amplitude $t$ is a real number that satisfies $K+dt-Kt^2=0$, and the CCD energy is $E=Kt$.

The main theorem, `ccd_not_exact`, assumes $K\neq0$ and $b\neq0$ and takes any such $t$. It concludes that

$$
\det(H-E)=b^2E\neq0,
$$

so $E$ is not an eigenvalue of $H$, and that $H$ has an eigenvalue $E_0$ strictly below $E$. There is no condition on the signs or sizes of $a$ and $d$. The amplitude equation is quadratic, and the theorem holds for each of its roots, not only for the one that connects to weak correlation.

The companion theorem `ccd_exact_iff` keeps $K\neq0$ but leaves $b$ free. It says that the CCD energy is an eigenvalue of $H$ exactly when $b=0$.

## What the matrix and the CCD state stand for

The zero between reference and single is the Brillouin condition, which holds for a Hartree–Fock reference. It is built into `hamiltonian`, not derived from an orbital optimisation. The condition $K\neq0$ means that the interaction can lift both electrons out of the reference together. The condition $b\neq0$ means that the double can pass into the single, so that the single enters the exact state indirectly. In minimal-basis H$_2$ at any bond length, inversion symmetry gives $b=0$ for the bonding and antibonding orbitals, of which one is even and the other odd; in a heteronuclear ion no such symmetry forces it to vanish.

With only two electrons, a second double excitation has nothing left to excite. The exponential of the doubles operator therefore stops after its linear term, and the CCD state is $(1,0,t)$, which is `ccdState`. Its reference coefficient is 1 (intermediate normalisation); the state of unit length is $(1,0,t)/\sqrt{1+t^2}$.

The equation in `IsCCDAmplitude` comes from projecting the Schrödinger equation. Acting on the CCD state,

$$
H\begin{pmatrix}1\\0\\t\end{pmatrix}=\begin{pmatrix}Kt\\bt\\K+dt\end{pmatrix},
\qquad
(H-E)\begin{pmatrix}1\\0\\t\end{pmatrix}=\begin{pmatrix}0\\bt\\K+dt-Kt^2\end{pmatrix}.
$$

The reference component fixes $E=Kt$, and setting the double component to zero gives the amplitude equation. The single component, $bt$, is left over, because CCD has no amplitude with which to remove it. This is the content of `ccd_residual`, which Lean proves component by component.

An exact energy is described by `IsLevel`: a number $E$ for which some nonzero real vector $v$ satisfies $Hv=Ev$. Real vectors suffice because $H$ is real and symmetric.

The model has one single and one double. A larger basis has many of each, and the theorem does not treat it. Within this three-state model, the result shows that the two-electron exactness of coupled cluster with singles and doubles does not carry over to CCD, even when the reference satisfies the Brillouin condition.

## The amplitude equation splits a quadratic factor in the secular determinant

Let $x$ be any real number. Expanding along the first row gives

$$
\begin{aligned}
\det(H-x)&=-x\big[(a-x)(d-x)-b^2\big]-K^2(a-x)\\
&=(a-x)(x^2-dx-K^2)+b^2x.
\end{aligned}
$$

Multiplying the amplitude equation by $K$ and using $E=Kt$ gives $K^2+dE-E^2=0$, or

$$
E(d-E)=-K^2.
$$

The quadratic factor therefore splits:

$$
(E-x)(d-E-x)=x^2-dx+E(d-E)=x^2-dx-K^2.
$$

Hence

$$
\det(H-x)=(a-x)(E-x)(d-E-x)+b^2x.
$$

This is `secular_det`. Lean writes out the shifted matrix, expands its determinant with `Matrix.det_fin_three`, and closes the remaining identity with `linear_combination`. The coefficient there, $-(a-x)K$, is the multiple of the amplitude equation by which the two sides differ.

At $x=E$ the product vanishes and $\det(H-E)=b^2E$ remains. To see that this is nonzero, suppose $t=0$. The amplitude equation then reads $K=0$, against the assumption, so $t\neq0$ and $E=Kt\neq0$. That is `ccdEnergy_ne_zero`. Since $b\neq0$ as well, $b^2E\neq0$.

The same formula proves `ccd_exact_iff`: $E$ is a level exactly when $b^2E=0$, and since $E\neq0$ this means $b=0$.

## A sign change below the lower CCD energy

Since $E(d-E)=-K^2<0$, one of the numbers $E$ and $d-E$ is negative and the other positive. They are the energies of the two roots of the amplitude equation. Call the negative one $p$ and the positive one $q$, and write the secular polynomial as

$$
f(x)=(a-x)(p-x)(q-x)+b^2x.
$$

At $x=p$ the product is zero, so $f(p)=b^2p<0$. A point where $f$ is positive is

$$
y=p-|a|-b^2-1.
$$

Because $p<0$ and $a+|a|\ge0$,

$$
a-y\ge b^2+1,\qquad p-y\ge1,\qquad q-y\ge-y>0.
$$

Multiplying these bounds gives $(a-y)(p-y)(q-y)\ge(b^2+1)(-y)$, and so

$$
f(y)\ge(b^2+1)(-y)+b^2y=-y>0.
$$

The polynomial is continuous, so it has a zero between $y$ and $p$. The zero is not $p$ itself, where $f$ is negative, so it lies strictly below $p$.

The lemma `secular_root_below` follows these steps. Its facts `h1` to `h3` are the three bounds, `h4` and `h5` multiply them, and `hpos` and `hneg` record the signs at the two ends. The zero comes from `intermediate_value_Icc'`, the version of the intermediate value theorem for a function whose value at the left end is the larger one.

In `ccd_not_exact`, the identity `hprod` is $E(d-E)=-K^2$, and the proof splits on the sign of $E$. If $E<0$, then $p=E$ and the zero lies below $E$ directly. If $E>0$, then $p=d-E<0<E$, and the zero lies below $E$ all the more.

A zero of the secular determinant is an energy level, because a singular matrix $H-x$ sends some nonzero vector to zero. The lemma `isLevel_iff_det` states this equivalence, and it turns the zero of $f$ into the level $E_0$.

## Numbers for one case

The theorem `ccd_not_exact_witness` takes $a=1$, $b=3$, $d=3$, $K=2$. The amplitude $t=-\tfrac12$ solves the CCD equation, since $2-\tfrac32-\tfrac12=0$, and its energy is $-1$. The vector $(1,1,-1)$ is an eigenvector of $H$ with energy $-2$.

The other two levels are $3\pm\sqrt7$, both positive, so this is the lowest singlet state of the model. Normalised, it is $(1,1,-1)/\sqrt3$, with weight $\tfrac13$ on each configuration. The normalised CCD state has weights $\tfrac45$, $0$ and $\tfrac15$. The coupling $b$ is large here, so the missing single matters a great deal.

## What happens when a coupling vanishes

If $b=0$, the CCD energy is always a level of $H$, and there need not be a level below it. Take $a=1$, $d=0$, $K=1$ and $t=-1$. The amplitude equation holds and $E=-1$. The single is decoupled, and the levels of $H$ are $-1$, $1$ and $1$. The CCD energy is the exact ground-state energy, with no level below it.

If $K=0$, the CCD energy is $0$, which is again always a level of $H$, and again there need not be a level below it. Take $a=d=2$, $b=1$ and $t=0$. The CCD energy is $0$, while the levels are $0$, $1$ and $3$. The reference is already the exact ground state, and CCD reproduces it although $b\neq0$. This is an example for the matrix only, not for two real orbitals with Coulomb repulsion. There $K$ is the self-repulsion of the product of the two orbitals, so $K=0$ makes that product vanish, and with the Brillouin condition $b$ is then zero too.

## A level above both CCD energies

The same polynomial also yields a bound from the other side, an extension that the Lean file leaves out. With $K$ and $b$ nonzero, $f(q)=b^2q>0$, while $f(x)$ tends to $-\infty$ as $x$ grows, because its leading term is $-x^3$. There is therefore a level strictly above $q$, and both CCD energies lie strictly between the lowest and the highest level of $H$. In the numerical case the CCD energies are $-1$ and $4$, and the outer levels are $-2$ and $3+\sqrt7\approx5.65$.
